# A climbing image is linearly unstable at nondegenerate minima and even-index saddles

A climbing image feels the true force with its component along the path tangent reversed. Near a stationary point whose Hessian has positive determinant, its linearised motion should have a growing direction for every choice of unit tangent. This would cover nondegenerate minima and saddles with an even number of negative modes. Can this be proved from the determinant alone, with the proof checked in Lean?

## A positive Hessian determinant is enough

Yes: if $\det H>0$ and $t$ is a unit vector, the linearised climbing matrix has a positive eigenvalue with a real eigenvector.

Let $g$ be the energy gradient, $H$ the Hessian at a stationary point $x_0$, and $t$ the tangent. The climbing force is
$$F=-g+2(t\cdot g)\,t .$$
For a small displacement $u$ from $x_0$, the gradient changes by $Hu$ and the tangent by some $\delta t$. To first order,
$$\delta F=-Hu+2(t\cdot Hu)\,t+2(\delta t\cdot g(x_0))\,t+2(t\cdot g(x_0))\,\delta t .$$
The last two terms vanish because $g(x_0)=0$. Hence $\delta F=Mu$ with $M=-(I-2tt^T)H$.

The reflection has determinant $\det(I-2tt^T)=1-2\,t\cdot t=-1$, so
$$\det(-M)=\det(I-2tt^T)\det H=-\det H<0 .$$
The characteristic polynomial $p(\lambda)=\det(\lambda I-M)$ therefore satisfies $p(0)<0$. It is monic of positive degree, so $p(\lambda)\to+\infty$ as $\lambda\to+\infty$, and it has a root $\mu>0$. The real matrix $\mu I-M$ is singular, which gives a real $v\neq0$ with $Mv=\mu v$. For any $c>0$, $u(s)=c\,e^{\mu s}v$ solves $\dot u=Mu$; it starts as close to the stationary point as we like and grows without bound.

For symmetric $H$, the determinant is the product of the eigenvalues. If none is zero and an even number are negative, it is positive.

A first-order saddle behaves differently when the tangent is its negative mode. Let $Ht=\kappa t$ with $\kappa<0$, and let $H$ be positive on the orthogonal complement of $t$. Writing $x=y+at$ with $t\cdot y=0$ gives $Mx=-Hy+a\kappa t$, and so
$$x\cdot Mx=\kappa a^2-y\cdot Hy<0\qquad(x\neq0).$$
The linearised force always has a component back towards the saddle.

## What the Lean statements say

The finite type `n` labels the coordinates, `H : Matrix n n ℝ` is the Hessian, and `t ⬝ᵥ t = 1` makes the tangent a unit vector. `climbingMatrix H t` is $M$. In `climbing_unstable`, `H` need not be symmetric; `even_index_unstable` assumes symmetry through `IsHermitian` and counts negative eigenvalues with multiplicity.

In `climbing_escape`, `s` is the fictitious time of overdamped motion, and the norm is the largest absolute coordinate.

The model has one image and no spring forces. `hasFDerivAt_climbingForce` allows the tangent to be any differentiable function of that image's position, with neighbouring images held fixed. The instability concerns the linearised, continuous-time motion, not the full nonlinear flow or a particular optimiser. Within those limits, it bears on nudged elastic band calculations: a nondegenerate intermediate minimum has a direction along which a climbing image is driven away. If overall translations or rotations leave the energy unchanged, their zero modes make $\det H=0$, and they must be removed from the coordinates before the theorem applies.

```lean
import Mathlib

open Matrix Filter

namespace ClimbingImage

noncomputable section

variable {n : Type*} [Fintype n] [DecidableEq n]

/-- The climbing-image force for gradient `g` and unit tangent `t`: the true force `-g` plus twice
the gradient component along `t`. -/
def climbingForce (g t : n → ℝ) : n → ℝ := -g + (2 * (t ⬝ᵥ g)) • t

/-- The linearised climbing-image matrix `-(I - 2 t tᵀ) H` for Hessian `H` and tangent `t`. -/
def climbingMatrix (H : Matrix n n ℝ) (t : n → ℝ) : Matrix n n ℝ :=
  -((1 - (2 : ℝ) • vecMulVec t t) * H)

/-- The climbing matrix acts on a displacement `x` as the climbing force of the
harmonic gradient `H x`. -/
theorem climbingMatrix_mulVec (H : Matrix n n ℝ) (t x : n → ℝ) :
    climbingMatrix H t *ᵥ x = climbingForce (H *ᵥ x) t := by
  have h : ∀ w : n → ℝ, ((2 : ℝ) • vecMulVec t t) *ᵥ w = (2 * (t ⬝ᵥ w)) • t := by
    intro w
    ext i
    simp only [Matrix.mulVec, dotProduct, Matrix.smul_apply, Matrix.vecMulVec_apply,
      Pi.smul_apply, smul_eq_mul, Finset.mul_sum, Finset.sum_mul]
    exact Finset.sum_congr rfl fun j _ => by ring
  rw [climbingMatrix, climbingForce, Matrix.neg_mulVec, ← Matrix.mulVec_mulVec,
    Matrix.sub_mulVec, Matrix.one_mulVec, h]
  abel

/-- At a stationary point, where the gradient `g` vanishes and has derivative `H`, the climbing
force has the climbing matrix as its derivative, for any differentiable tangent field `t`. -/
theorem hasFDerivAt_climbingForce (g t : (n → ℝ) → (n → ℝ)) (x₀ : n → ℝ)
    (H : Matrix n n ℝ) (hg₀ : g x₀ = 0)
    (hg : HasFDerivAt g (LinearMap.toContinuousLinearMap H.mulVecLin) x₀)
    (ht : DifferentiableAt ℝ t x₀) :
    HasFDerivAt (fun x => climbingForce (g x) (t x))
      (LinearMap.toContinuousLinearMap (climbingMatrix H (t x₀)).mulVecLin) x₀ := by
  have hgi := fun i => hasFDerivAt_pi'.1 hg i
  have hti := fun i => hasFDerivAt_pi'.1 ht.hasFDerivAt i
  have hdot := HasFDerivAt.fun_sum (u := Finset.univ) (fun i _ => (hti i).mul (hgi i))
  have key := hg.neg.add ((hdot.const_mul 2).smul ht.hasFDerivAt)
  refine key.congr_fderiv ?_
  refine ContinuousLinearMap.ext fun v => ?_
  change _ = climbingMatrix H (t x₀) *ᵥ v
  rw [climbingMatrix_mulVec]
  -- the terms that contain the derivative of the tangent carry a factor `g x₀ = 0`
  simp [hg₀, climbingForce, dotProduct, _root_.sum_apply]

/-- Reversing the component along a unit tangent is a reflection, of determinant `-1`. -/
theorem det_reflection (t : n → ℝ) (ht : t ⬝ᵥ t = 1) :
    (1 - (2 : ℝ) • vecMulVec t t).det = -1 := by
  let A : Matrix n (Fin 1) ℝ := Matrix.of fun i _ => -2 * t i
  let B : Matrix (Fin 1) n ℝ := Matrix.of fun _ j => t j
  have h : 1 - (2 : ℝ) • vecMulVec t t = 1 + A * B := by
    ext i j
    simp only [A, B, Matrix.sub_apply, Matrix.add_apply, Matrix.smul_apply,
      Matrix.vecMulVec_apply, Matrix.mul_apply, Matrix.of_apply, Fin.sum_univ_one, smul_eq_mul]
    ring
  have hBA : (B * A) 0 0 = -2 * (t ⬝ᵥ t) := by
    simp only [A, B, Matrix.mul_apply, Matrix.of_apply, dotProduct, Finset.mul_sum]
    exact Finset.sum_congr rfl fun j _ => by ring
  rw [h, Matrix.det_one_add_mul_comm, Matrix.det_fin_one, Matrix.add_apply, hBA, ht,
    Matrix.one_apply_eq]
  norm_num

/-- A real matrix `M` with `det (-M) < 0` has a positive eigenvalue with a real eigenvector. -/
theorem exists_pos_eigenvalue (M : Matrix n n ℝ) (h : (-M).det < 0) :
    ∃ μ : ℝ, 0 < μ ∧ ∃ v : n → ℝ, v ≠ 0 ∧ M *ᵥ v = μ • v := by
  rcases isEmpty_or_nonempty n with h0 | h0
  · rw [Matrix.det_isEmpty] at h
    linarith
  have key : ∀ x : ℝ, M.charpoly.eval x = (x • (1 : Matrix n n ℝ) - M).det := by
    intro x
    rw [Matrix.charpoly, ← Polynomial.coe_evalRingHom, RingHom.map_det]
    congr 1
    ext i j
    by_cases hij : i = j
    · subst hij
      simp
    · simp [hij]
  have hneg : M.charpoly.eval 0 < 0 := by
    rw [key, zero_smul, zero_sub]
    exact h
  -- the characteristic polynomial is negative at zero and grows to plus infinity
  have hlim : Tendsto (fun x => M.charpoly.eval x) atTop atTop := by
    apply Polynomial.tendsto_atTop_of_leadingCoeff_nonneg
    · rw [Matrix.charpoly_degree_eq_dim]
      exact_mod_cast Fintype.card_pos
    · rw [(Matrix.charpoly_monic M).leadingCoeff]
      exact zero_le_one
  obtain ⟨b, hb, hb0⟩ :=
    ((hlim.eventually_ge_atTop 0).and (eventually_ge_atTop (0 : ℝ))).exists
  obtain ⟨μ, hμ, hroot⟩ :=
    intermediate_value_Icc hb0 M.charpoly.continuous.continuousOn ⟨hneg.le, hb⟩
  have hμ0 : μ ≠ 0 := by
    rintro rfl
    exact hneg.ne hroot
  have hdet : (μ • (1 : Matrix n n ℝ) - M).det = 0 := (key μ).symm.trans hroot
  obtain ⟨v, hv, hMv⟩ := Matrix.exists_mulVec_eq_zero_iff.2 hdet
  refine ⟨μ, lt_of_le_of_ne hμ.1 hμ0.symm, v, hv, ?_⟩
  have hs : (μ • (1 : Matrix n n ℝ)) *ᵥ v = μ • v := by
    ext i
    simp [Matrix.mulVec, dotProduct, Matrix.one_apply]
  rw [Matrix.sub_mulVec, hs] at hMv
  exact (sub_eq_zero.1 hMv).symm

/-- If the Hessian has positive determinant, the climbing matrix has a positive real
eigenvalue for every unit tangent. -/
theorem climbing_unstable (H : Matrix n n ℝ) (t : n → ℝ) (hH : 0 < H.det)
    (ht : t ⬝ᵥ t = 1) :
    ∃ μ : ℝ, 0 < μ ∧ ∃ v : n → ℝ, v ≠ 0 ∧ climbingMatrix H t *ᵥ v = μ • v := by
  apply exists_pos_eigenvalue
  rw [climbingMatrix, neg_neg, Matrix.det_mul, det_reflection t ht]
  linarith

/-- If the Hessian has positive determinant and the tangent is a unit vector, the linearised
climbing dynamics has trajectories that start arbitrarily close to the stationary point and
move away without bound. -/
theorem climbing_escape (H : Matrix n n ℝ) (t : n → ℝ) (hH : 0 < H.det)
    (ht : t ⬝ᵥ t = 1) (δ : ℝ) (hδ : 0 < δ) :
    ∃ x : ℝ → n → ℝ, ‖x 0‖ < δ ∧ (∀ s, HasDerivAt x (climbingMatrix H t *ᵥ x s) s) ∧
      Tendsto (fun s => ‖x s‖) atTop atTop := by
  obtain ⟨μ, hμ, v, hv, hMv⟩ := climbing_unstable H t hH ht
  have hvn : 0 < ‖v‖ := norm_pos_iff.2 hv
  obtain ⟨c, hc, hcv⟩ : ∃ c : ℝ, 0 < c ∧ c * ‖v‖ = δ / 2 :=
    ⟨δ / 2 / ‖v‖, by positivity, div_mul_cancel₀ _ hvn.ne'⟩
  have hnorm : ∀ s : ℝ, ‖(c * Real.exp (μ * s)) • v‖ = (c * ‖v‖) * Real.exp (μ * s) := by
    intro s
    rw [norm_smul, Real.norm_of_nonneg (by positivity)]
    ring
  -- exponential growth along the unstable eigenvector
  refine ⟨fun s => (c * Real.exp (μ * s)) • v, ?_, fun s => ?_, ?_⟩
  · change ‖(c * Real.exp (μ * 0)) • v‖ < δ
    rw [hnorm, hcv, mul_zero, Real.exp_zero]
    linarith
  · have h1 : HasDerivAt (fun s => c * Real.exp (μ * s)) (c * (Real.exp (μ * s) * μ)) s := by
      have h := ((hasDerivAt_id' s).const_mul μ).exp.const_mul c
      rwa [mul_one] at h
    refine (h1.smul_const v).congr_deriv ?_
    rw [Matrix.mulVec_smul, hMv, smul_smul]
    congr 1
    ring
  · have hlim : Tendsto (fun s : ℝ => (c * ‖v‖) * Real.exp (μ * s)) atTop atTop :=
      (Real.tendsto_exp_atTop.comp (tendsto_id.const_mul_atTop hμ)).const_mul_atTop
        (by positivity)
    exact hlim.congr fun s => (hnorm s).symm

/-- At a nondegenerate stationary point whose symmetric Hessian has an even number of negative
eigenvalues, the climbing matrix has a positive eigenvalue for every unit tangent. -/
theorem even_index_unstable (H : Matrix n n ℝ) (t : n → ℝ) (hH : H.IsHermitian)
    (hdet : H.det ≠ 0) (heven : Even (Finset.univ.filter fun i => hH.eigenvalues i < 0).card)
    (ht : t ⬝ᵥ t = 1) :
    ∃ μ : ℝ, 0 < μ ∧ ∃ v : n → ℝ, v ≠ 0 ∧ climbingMatrix H t *ᵥ v = μ • v := by
  refine climbing_unstable H t (lt_of_le_of_ne ?_ hdet.symm) ht
  have hprod : H.det = ∏ i, hH.eigenvalues i := by
    simpa using hH.det_eq_prod_eigenvalues
  -- split every eigenvalue into its sign and its modulus
  have hsign : ∏ i, hH.eigenvalues i =
      (∏ i, if hH.eigenvalues i < 0 then (-1 : ℝ) else 1) * ∏ i, |hH.eigenvalues i| := by
    rw [← Finset.prod_mul_distrib]
    refine Finset.prod_congr rfl fun i _ => ?_
    split_ifs with h
    · rw [abs_of_neg h]
      ring
    · rw [abs_of_nonneg (not_lt.1 h), one_mul]
  rw [hprod, hsign, Finset.prod_ite, Finset.prod_const, Finset.prod_const_one,
    heven.neg_one_pow, mul_one, one_mul]
  exact Finset.prod_nonneg fun i _ => abs_nonneg _

/-- If the unit tangent is an eigenvector of the symmetric Hessian with negative curvature `κ`,
and the curvature is positive in all directions orthogonal to it, the linearised climbing force
has negative overlap with every nonzero displacement. -/
theorem first_order_saddle_attracts (H : Matrix n n ℝ) (t : n → ℝ) (κ : ℝ)
    (hH : Hᵀ = H) (ht : t ⬝ᵥ t = 1) (hmode : H *ᵥ t = κ • t) (hκ : κ < 0)
    (hpos : ∀ y : n → ℝ, t ⬝ᵥ y = 0 → y ≠ 0 → 0 < y ⬝ᵥ (H *ᵥ y))
    (x : n → ℝ) (hx : x ≠ 0) : x ⬝ᵥ (climbingMatrix H t *ᵥ x) < 0 := by
  -- split the displacement into parts along and orthogonal to the tangent
  obtain ⟨a, y, hty, rfl⟩ : ∃ (a : ℝ) (y : n → ℝ), t ⬝ᵥ y = 0 ∧ x = y + a • t := by
    refine ⟨t ⬝ᵥ x, x - (t ⬝ᵥ x) • t, ?_, (sub_add_cancel _ _).symm⟩
    rw [dotProduct_sub, dotProduct_smul, ht, smul_eq_mul, mul_one, sub_self]
  have hyt : y ⬝ᵥ t = 0 := by rw [dotProduct_comm, hty]
  have htHy : t ⬝ᵥ (H *ᵥ y) = 0 := by
    rw [Matrix.dotProduct_mulVec, ← Matrix.mulVec_transpose, hH, hmode, smul_dotProduct, hty,
      smul_zero]
  have key : (y + a • t) ⬝ᵥ (climbingMatrix H t *ᵥ (y + a • t)) =
      κ * a ^ 2 - y ⬝ᵥ (H *ᵥ y) := by
    simp only [climbingMatrix_mulVec, climbingForce, Matrix.mulVec_add, Matrix.mulVec_smul,
      hmode, dotProduct_add, add_dotProduct, smul_dotProduct, dotProduct_smul, dotProduct_neg,
      ht, hyt, htHy, smul_eq_mul]
    ring
  rw [key]
  by_cases hy : y = 0
  · have ha : a ≠ 0 := by
      rintro rfl
      exact hx (by rw [hy, zero_smul, add_zero])
    have ha2 : 0 < a ^ 2 := by positivity
    rw [hy, zero_dotProduct, sub_zero]
    exact mul_neg_of_neg_of_pos hκ ha2
  · have h1 := hpos y hty hy
    have h2 := mul_nonpos_of_nonpos_of_nonneg hκ.le (sq_nonneg a)
    linarith

end

end ClimbingImage
```

```lean
#print axioms ClimbingImage.hasFDerivAt_climbingForce
-- 'ClimbingImage.hasFDerivAt_climbingForce' depends on axioms: [propext, Classical.choice, Quot.sound]
#print axioms ClimbingImage.climbing_escape
-- 'ClimbingImage.climbing_escape' depends on axioms: [propext, Classical.choice, Quot.sound]
#print axioms ClimbingImage.even_index_unstable
-- 'ClimbingImage.even_index_unstable' depends on axioms: [propext, Classical.choice, Quot.sound]
#print axioms ClimbingImage.first_order_saddle_attracts
-- 'ClimbingImage.first_order_saddle_attracts' depends on axioms: [propext, Classical.choice, Quot.sound]
```

## From the reflection to the escaping trajectory

`climbingMatrix_mulVec` identifies $Mx$ with the climbing force of the harmonic gradient $Hx$. `hasFDerivAt_climbingForce` applies the product rule, and its final `simp` uses `hg₀` to remove the terms containing the tangent's derivative.

`det_reflection` writes the reflection as $I+AB$, with $A$ a column and $B$ a row. `Matrix.det_one_add_mul_comm` then reduces the determinant to the $1\times1$ case, $1-2\,t\cdot t$.

`exists_pos_eigenvalue` contains the polynomial argument: `hneg` gives the sign at zero, `hlim` the growth, and `intermediate_value_Icc` the root. `Matrix.exists_mulVec_eq_zero_iff` turns the vanishing determinant into an eigenvector. `climbing_unstable` supplies the required determinant sign, and `climbing_escape` scales the exponential solution so that its initial norm is $\delta/2$.

`even_index_unstable` splits each eigenvalue into sign and modulus; an even number of minus signs multiplies to $+1$. `first_order_saddle_attracts` decomposes the displacement as above. Its `key` is the formula for $x\cdot Mx$, and the cases $y=0$ and $y\neq0$ give strict negativity.
